# Bounds on the summed entry moduli of a unitary matrix, with the maximum attained exactly at mutually unbiased bases

## Matrices, bases and the sum of moduli

Rows and columns are labelled by a finite index set `n` with $d$ elements, and $d$ appears in the code as `Fintype.card n`. No ordering of the labels is used. A matrix $U$ has complex entries $U_{ij}$, and `‖U i j‖` is the modulus $|U_{ij}|$. The operation `star U` is the conjugate transpose $U^\dagger$, and `U ∈ Matrix.unitaryGroup n ℂ` says $UU^\dagger = U^\dagger U = 1$.

In Lean 4 with Mathlib:

```lean
import Mathlib

open Finset
open scoped InnerProductSpace ComplexConjugate

namespace UnbiasedExtremality

noncomputable section

variable {n : Type*} [Fintype n] [DecidableEq n]
```

The quantity to be bounded is the sum of the moduli of all $d^2$ entries,

$$L(U) = \sum_i \sum_j |U_{ij}| .$$

It is defined for every square complex matrix, and unitarity enters only as a hypothesis of the theorems.

```lean
/-- The sum of the moduli of all entries of a square complex matrix. -/
def entrySum (U : Matrix n n ℂ) : ℝ := ∑ i, ∑ j, ‖U i j‖
```

A matrix is called unbiased when $|U_{ij}| = 1/\sqrt d$ for all $i$ and $j$. The condition fixes moduli only and leaves the phases free. Every theorem that uses it has $d \ge 1$, so $\sqrt d$ is a positive number there.

```lean
/-- A `d × d` matrix is unbiased when every entry has modulus `1/√d`. -/
def IsUnbiased (U : Matrix n n ℂ) : Prop :=
  ∀ i j, ‖U i j‖ = 1 / √(Fintype.card n : ℝ)
```

The physical source of such matrices is a change of basis. Let $E$ be the state space of a $d$-level system, a complex inner product space, and let $\{e_i\}$ and $\{f_j\}$ be two orthonormal bases, for instance the eigenbases of two non-degenerate observables. The overlap matrix has the amplitudes $\langle e_i | f_j\rangle$ as entries. The bracket `⟪e i, f j⟫_ℂ` is conjugate-linear in its first slot and linear in its second, as in Dirac notation. By the Born rule $|\langle e_i|f_j\rangle|^2$ is the probability of outcome $j$ in an $f$-measurement on the state $e_i$, and equally of outcome $i$ in an $e$-measurement on $f_j$. Two bases are mutually unbiased when all these probabilities equal $1/d$. Both bases carry the same finite index set, which makes $E$ finite-dimensional with dimension $d$.

```lean
/-- The matrix of amplitudes `⟨e_i|f_j⟩` between two orthonormal bases. -/
def overlap {E : Type*} [NormedAddCommGroup E] [InnerProductSpace ℂ E]
    (e f : OrthonormalBasis n ℂ E) : Matrix n n ℂ :=
  Matrix.of fun i j => ⟪e i, f j⟫_ℂ
```

The explicit example is the discrete Fourier matrix. With $\mathrm{i}$ the imaginary unit and $\omega = \exp(2\pi \mathrm{i}/d)$, its entries are

$$F_{jk} = \frac{\omega^{jk}}{\sqrt d}, \qquad j, k \in \{0, 1, \dots, d-1\}.$$

The labels are integers modulo $d$, the type `ZMod d`, and `ZMod.stdAddChar` is the map $m \mapsto \omega^m$, which depends only on $m$ modulo $d$. The sign in the exponent is positive, the factor $1/\sqrt d$ is included in the definition, and `[NeZero d]` means $d \ge 1$.

```lean
/-- The discrete Fourier matrix with entries `exp(2πi jk/d)/√d`, indexed by `ℤ/d`. -/
def fourierMatrix (d : ℕ) [NeZero d] : Matrix (ZMod d) (ZMod d) ℂ :=
  Matrix.of fun j k => ZMod.stdAddChar (j * k) / ((√(d : ℝ) : ℝ) : ℂ)
```

In these terms the result is that every unitary $U$ with $d \ge 1$ satisfies $d \le L(U) \le d\sqrt d$, that $L(U) = d$ holds exactly when each modulus is $0$ or $1$, and that $L(U) = d\sqrt d$ holds exactly when $U$ is unbiased.

## Vanishing sums and normalised rows

Both equality cases come from writing the gap between $L$ and a bound as a sum of nonnegative terms. If real numbers $g_{ij} \ge 0$ satisfy $\sum_i\sum_j g_{ij} = 0$, then each inner sum is nonnegative and must vanish, and within each inner sum every term must vanish in turn. The converse is immediate. The proof applies `sum_eq_zero_iff_of_nonneg` first to the outer sum and then to the inner one.

```lean
/-- A double sum of nonnegative terms vanishes exactly when every term vanishes. -/
theorem double_sum_eq_zero_iff {m : Type*} [Fintype m] (g : m → m → ℝ)
    (hg : ∀ i j, 0 ≤ g i j) : ∑ i, ∑ j, g i j = 0 ↔ ∀ i j, g i j = 0 := by
  constructor
  · intro h i j
    have h1 := (sum_eq_zero_iff_of_nonneg
      (fun i _ => sum_nonneg fun j _ => hg i j)).mp h i (mem_univ i)
    exact (sum_eq_zero_iff_of_nonneg (fun j _ => hg i j)).mp h1 j (mem_univ j)
  · intro h
    simp [h]
```

Unitarity is used through the diagonal of $UU^\dagger = 1$ alone. With $U_{ij}^*$ the complex conjugate of $U_{ij}$,

$$1 = (UU^\dagger)_{ii} = \sum_j U_{ij} U_{ij}^* = \sum_j |U_{ij}|^2 .$$

For an overlap matrix this says that the outcome probabilities of an $f$-measurement on $e_i$ add up to one. In the code `h1` is the $(i,i)$ entry of the matrix equation, `Matrix.mul_apply` writes it as a sum over $j$, and `Complex.mul_conj` turns each product into a squared modulus.

```lean
/-- The squared moduli in each row of a unitary matrix sum to one. -/
theorem row_norm_sq {U : Matrix n n ℂ} (hU : U ∈ Matrix.unitaryGroup n ℂ) (i : n) :
    ∑ j, ‖U i j‖ ^ 2 = 1 := by
  have h : U * star U = 1 := Matrix.mem_unitaryGroup_iff.mp hU
  have h1 : (U * star U) i i = (1 : Matrix n n ℂ) i i := by rw [h]
  rw [Matrix.mul_apply, Matrix.one_apply_eq] at h1
  simp only [Matrix.star_apply, Complex.star_def, Complex.mul_conj,
    Complex.normSq_eq_norm_sq] at h1
  exact_mod_cast h1
```

## The lower bound $L \ge d$

Write $r_i = \sum_j |U_{ij}|$ for the sum of moduli in row $i$, so that $L = \sum_i r_i$. Row normalisation gives

$$\sum_j |U_{ij}|\,(1 - |U_{ij}|) = \sum_j |U_{ij}| - \sum_j |U_{ij}|^2 = r_i - 1,$$

and summing over the $d$ rows gives the identity

$$L(U) - d = \sum_i\sum_j |U_{ij}|\,(1 - |U_{ij}|).$$

The row identity is `hrow`, and the closing `simp only` performs the sum over $i$, with $\sum_i 1 = d$.

```lean
/-- For a unitary matrix, the entry sum minus `d` equals the sum of
`|U_ij| (1 - |U_ij|)` over all entries. -/
theorem lower_defect {U : Matrix n n ℂ} (hU : U ∈ Matrix.unitaryGroup n ℂ) :
    entrySum U - Fintype.card n = ∑ i, ∑ j, ‖U i j‖ * (1 - ‖U i j‖) := by
  have hrow : ∀ i, ∑ j, ‖U i j‖ * (1 - ‖U i j‖) = ∑ j, ‖U i j‖ - 1 := by
    intro i
    calc ∑ j, ‖U i j‖ * (1 - ‖U i j‖) = ∑ j, (‖U i j‖ - ‖U i j‖ ^ 2) :=
          sum_congr rfl fun j _ => by ring
      _ = ∑ j, ‖U i j‖ - 1 := by rw [sum_sub_distrib, row_norm_sq hU i]
  simp only [hrow, sum_sub_distrib, sum_const, card_univ, nsmul_eq_mul, mul_one, entrySum]
```

One term of a sum of squares is at most the whole sum, so $|U_{ij}|^2 \le \sum_k |U_{ik}|^2 = 1$ and hence $|U_{ij}| \le 1$. Each term $|U_{ij}|(1 - |U_{ij}|)$ is then a product of two nonnegative numbers, which gives $L \ge d$. Equality holds exactly when every term vanishes, and a product vanishes exactly when one factor does, that is when $|U_{ij}| = 0$ or $|U_{ij}| = 1$.

The theorem `lower_bound` states the inequality and the equivalence as a conjunction, for any unitary $U$ and without a condition on $d$. In its proof `hle` is the bound $|U_{ij}| \le 1$, obtained from `single_le_sum` and the row normalisation, and `hnn` is the sign of each term. The inequality follows from `lower_defect` by `linarith`, and the equivalence from `double_sum_eq_zero_iff` followed by `mul_eq_zero` entry by entry.

```lean
/-- The entry sum of a unitary `d × d` matrix is at least `d`, with equality exactly when
every entry has modulus zero or one. -/
theorem lower_bound {U : Matrix n n ℂ} (hU : U ∈ Matrix.unitaryGroup n ℂ) :
    (Fintype.card n : ℝ) ≤ entrySum U ∧
      (entrySum U = Fintype.card n ↔ ∀ i j, ‖U i j‖ = 0 ∨ ‖U i j‖ = 1) := by
  -- no entry exceeds one in modulus, so each term of the defect is nonnegative
  have hle : ∀ i j, ‖U i j‖ ≤ 1 := by
    intro i j
    have h := single_le_sum (f := fun k => ‖U i k‖ ^ 2) (fun k _ => sq_nonneg _) (mem_univ j)
    rw [row_norm_sq hU i] at h
    nlinarith [norm_nonneg (U i j)]
  have hnn : ∀ i j, 0 ≤ ‖U i j‖ * (1 - ‖U i j‖) := fun i j =>
    mul_nonneg (norm_nonneg _) (sub_nonneg.mpr (hle i j))
  have hd := lower_defect hU
  constructor
  · have h : 0 ≤ ∑ i, ∑ j, ‖U i j‖ * (1 - ‖U i j‖) :=
      sum_nonneg fun i _ => sum_nonneg fun j _ => hnn i j
    linarith
  · rw [← sub_eq_zero, hd, double_sum_eq_zero_iff _ hnn]
    refine forall_congr' fun i => forall_congr' fun j => ?_
    rw [mul_eq_zero, sub_eq_zero, eq_comm (a := (1 : ℝ))]
```

## The upper bound $L \le d\sqrt d$

Put $s = \sqrt d$, which is nonzero because `[Nonempty n]` gives $d \ge 1$. Expanding the squared deviation of the moduli from $1/s$ along row $i$ gives

$$\sum_j \Big(|U_{ij}| - \frac1s\Big)^2 = \sum_j |U_{ij}|^2 - \frac2s \sum_j |U_{ij}| + \frac{d}{s^2} = 1 - \frac{2}{s}\, r_i + \frac{d}{s^2}.$$

Since $d = s^2$ the last term is $1$, and the sum over the $d$ rows is $2d - 2L/s$. Multiplying by $s/2$ gives $ds - L$, so

$$d\sqrt d - L(U) = \frac{\sqrt d}{2} \sum_i\sum_j \Big(|U_{ij}| - \frac{1}{\sqrt d}\Big)^2 .$$

The gap to the upper value is therefore proportional to the total squared distance of the moduli from the unbiased value. The proof introduces `s` with `hs0` for $s \ne 0$ and `hd` for $d = s^2$. Its `hrow` is the row expansion above, with $d/s^2$ not yet simplified; after the sum over rows, $d$ is replaced by $s^2$, and `field_simp` and `ring` clear the denominators and finish the algebra.

```lean
/-- For a unitary matrix, `d √d` minus the entry sum equals `√d / 2` times the summed
squared deviation of the moduli from `1/√d`. -/
theorem upper_defect [Nonempty n] {U : Matrix n n ℂ} (hU : U ∈ Matrix.unitaryGroup n ℂ) :
    Fintype.card n * √(Fintype.card n : ℝ) - entrySum U =
      √(Fintype.card n : ℝ) / 2 * ∑ i, ∑ j, (‖U i j‖ - 1 / √(Fintype.card n : ℝ)) ^ 2 := by
  have hpos : (0 : ℝ) < Fintype.card n := by exact_mod_cast Fintype.card_pos
  obtain ⟨s, hs⟩ : ∃ s : ℝ, s = √(Fintype.card n : ℝ) := ⟨_, rfl⟩
  have hs0 : s ≠ 0 := by rw [hs]; exact (Real.sqrt_pos.mpr hpos).ne'
  have hd : (Fintype.card n : ℝ) = s ^ 2 := by rw [hs, Real.sq_sqrt hpos.le]
  rw [← hs]
  -- expand the square row by row
  have hrow : ∀ i, ∑ j, (‖U i j‖ - 1 / s) ^ 2 =
      1 - 2 / s * ∑ j, ‖U i j‖ + Fintype.card n * (1 / s) ^ 2 := by
    intro i
    calc ∑ j, (‖U i j‖ - 1 / s) ^ 2
        = ∑ j, (‖U i j‖ ^ 2 - 2 / s * ‖U i j‖ + (1 / s) ^ 2) :=
          sum_congr rfl fun j _ => by ring
      _ = _ := by
          rw [sum_add_distrib, sum_sub_distrib, ← mul_sum, row_norm_sq hU i, sum_const,
            card_univ, nsmul_eq_mul]
  simp only [hrow, sum_add_distrib, sum_sub_distrib, ← mul_sum, sum_const, card_univ,
    nsmul_eq_mul, entrySum]
  rw [hd]
  field_simp
  ring
```

The prefactor $\sqrt d/2$ is positive and the double sum is a sum of squares, so the right-hand side is nonnegative and $L \le d\sqrt d$. It vanishes exactly when the double sum does, hence exactly when every square does, which is $|U_{ij}| = 1/\sqrt d$ for all $i, j$. The theorem `upper_bound` states the inequality together with the equivalence between $L(U) = d\sqrt d$ and `IsUnbiased U`. In the equality part, `or_iff_right hs.ne'` discards the possibility that the prefactor is zero, `double_sum_eq_zero_iff` passes to single terms, and `pow_eq_zero_iff` removes the square.

```lean
/-- The entry sum of a unitary `d × d` matrix is at most `d √d`, with equality exactly when
the matrix is unbiased. -/
theorem upper_bound [Nonempty n] {U : Matrix n n ℂ} (hU : U ∈ Matrix.unitaryGroup n ℂ) :
    entrySum U ≤ Fintype.card n * √(Fintype.card n : ℝ) ∧
      (entrySum U = Fintype.card n * √(Fintype.card n : ℝ) ↔ IsUnbiased U) := by
  have hpos : (0 : ℝ) < Fintype.card n := by exact_mod_cast Fintype.card_pos
  have hs : 0 < √(Fintype.card n : ℝ) / 2 := half_pos (Real.sqrt_pos.mpr hpos)
  have hd := upper_defect hU
  constructor
  · have h : 0 ≤ ∑ i, ∑ j, (‖U i j‖ - 1 / √(Fintype.card n : ℝ)) ^ 2 :=
      sum_nonneg fun i _ => sum_nonneg fun j _ => sq_nonneg _
    have h2 := mul_nonneg hs.le h
    linarith
  · rw [eq_comm, ← sub_eq_zero, hd, mul_eq_zero, or_iff_right hs.ne',
      double_sum_eq_zero_iff _ (fun i j => sq_nonneg _)]
    refine forall_congr' fun i => forall_congr' fun j => ?_
    rw [pow_eq_zero_iff two_ne_zero, sub_eq_zero]
```

## Pairs of orthonormal bases

For $U_{ij} = \langle e_i|f_j\rangle$, conjugation reverses the bracket, $\langle e_k|f_j\rangle^* = \langle f_j|e_k\rangle$, and completeness of the basis $f$, $\sum_j |f_j\rangle\langle f_j| = 1$, gives

$$(UU^\dagger)_{ik} = \sum_j \langle e_i|f_j\rangle\langle f_j|e_k\rangle = \langle e_i|e_k\rangle = \delta_{ik},$$

where $\delta_{ik}$ is the Kronecker delta. For square matrices of finite size $UU^\dagger = 1$ already implies unitarity, which is the content of `Matrix.mem_unitaryGroup_iff`. The three steps are `inner_conj_symm` for the conjugation, `f.sum_inner_mul_inner` for completeness and `orthonormal_iff_ite` for the orthonormality of $e$.

```lean
/-- The overlap matrix of two orthonormal bases is unitary. -/
theorem overlap_unitary {E : Type*} [NormedAddCommGroup E] [InnerProductSpace ℂ E]
    (e f : OrthonormalBasis n ℂ E) : overlap e f ∈ Matrix.unitaryGroup n ℂ := by
  rw [Matrix.mem_unitaryGroup_iff]
  ext i k
  simp only [Matrix.mul_apply, Matrix.star_apply, overlap, Matrix.of_apply,
    Complex.star_def, inner_conj_symm]
  -- resolution of the identity in the basis `f`
  rw [f.sum_inner_mul_inner, orthonormal_iff_ite.mp e.orthonormal, Matrix.one_apply]
```

The theorem `unbiased_bases_extremal` takes any complex inner product space $E$ and any two orthonormal bases $e$ and $f$ indexed by the same nonempty finite set, and makes four statements about $L = \sum_{i}\sum_j |\langle e_i|f_j\rangle|$. The sum is at least $d$. It is at most $d\sqrt d$. It equals $d$ if and only if every $|\langle e_i|f_j\rangle|$ is $0$ or $1$. It equals $d\sqrt d$ if and only if $|\langle e_i|f_j\rangle|^2 = 1/d$ for all $i$ and $j$, which is mutual unbiasedness written in terms of probabilities.

The first three statements are the matrix theorems applied to `overlap e f`. The fourth needs the passage from moduli to squared moduli. The equation `h` is $(1/\sqrt d)^2 = 1/d$, and `sq_eq_sq₀` says that two nonnegative numbers are equal exactly when their squares are.

```lean
/-- For two orthonormal bases of a `d`-dimensional space, the sum of `|⟨e_i|f_j⟩|` lies between
`d` and `d √d`. It equals `d` exactly when each overlap modulus is zero or one, and `d √d`
exactly when the bases are mutually unbiased, `|⟨e_i|f_j⟩|² = 1/d` for all `i, j`. -/
theorem unbiased_bases_extremal [Nonempty n] {E : Type*} [NormedAddCommGroup E]
    [InnerProductSpace ℂ E] (e f : OrthonormalBasis n ℂ E) :
    (Fintype.card n : ℝ) ≤ entrySum (overlap e f) ∧
    entrySum (overlap e f) ≤ Fintype.card n * √(Fintype.card n : ℝ) ∧
    (entrySum (overlap e f) = Fintype.card n ↔
      ∀ i j, ‖⟪e i, f j⟫_ℂ‖ = 0 ∨ ‖⟪e i, f j⟫_ℂ‖ = 1) ∧
    (entrySum (overlap e f) = Fintype.card n * √(Fintype.card n : ℝ) ↔
      ∀ i j, ‖⟪e i, f j⟫_ℂ‖ ^ 2 = 1 / (Fintype.card n : ℝ)) := by
  have hU := overlap_unitary e f
  refine ⟨(lower_bound hU).1, (upper_bound hU).1, (lower_bound hU).2, ?_⟩
  rw [(upper_bound hU).2]
  refine forall_congr' fun i => forall_congr' fun j => ?_
  have h : (1 / √(Fintype.card n : ℝ)) ^ 2 = 1 / (Fintype.card n : ℝ) := by
    rw [div_pow, one_pow, Real.sq_sqrt (Nat.cast_nonneg _)]
  rw [← h, sq_eq_sq₀ (norm_nonneg _) (by positivity)]
  rfl
```

Since $L = \sum_j \sum_i |\langle e_i|f_j\rangle|$, the ratio $L/d$ is the average over the states $f_j$ of the sum of their amplitude moduli in the basis $e$, a measure of how widely they spread over that basis, and it lies between $1$ and $\sqrt d$. For two orthonormal sets of $d$ one-particle orbitals that span the same space, such as canonical occupied orbitals and a localised set obtained from them by a unitary mixing, the two bounds limit the sum of the moduli of all expansion coefficients from both sides. They do not limit the extent of the orbitals in real space.

## The Fourier matrix attains the upper value

The equivalence in `upper_bound` leaves open whether an unbiased unitary matrix exists for a given $d$. The Fourier matrix is one for every $d \ge 1$. Using $(\omega^{m})^* = \omega^{-m}$ and $\sqrt d\,\sqrt d = d$,

$$(FF^\dagger)_{jl} = \sum_k F_{jk}F_{lk}^* = \frac1d \sum_{k=0}^{d-1} \omega^{k(j-l)} .$$

For $j = l$ each of the $d$ terms is $1$ and the entry is $1$. For $j \ne l$ the number $q = \omega^{j-l}$ satisfies $q \neq 1$ and $q^d = 1$, so the geometric sum is $(q^d - 1)/(q - 1) = 0$. Hence $F$ is unitary. Each $\omega^{jk}$ has modulus one, so $|F_{jk}| = 1/\sqrt d$, and the equality case of the upper bound gives $L(F) = d\sqrt d$.

In the proof `hterm` is the formula $F_{jk}F_{lk}^* = \omega^{k(j-l)}/d$ for a single term. The geometric sum is supplied by `AddChar.sum_mulShift`, which evaluates $\sum_k \omega^{km}$ as $d$ for $m = 0$ and $0$ otherwise; it requires `ZMod.isPrimitive_stdAddChar d`, the property that $k \mapsto \omega^{km}$ is not identically one when $m \ne 0$. The part `hunb` computes the moduli, and the last lines apply `upper_bound` from right to left.

```lean
/-- In every dimension `d ≥ 1` the discrete Fourier matrix is unitary, unbiased, and has
entry sum `d √d`. -/
theorem fourier_witness (d : ℕ) [NeZero d] :
    fourierMatrix d ∈ Matrix.unitaryGroup (ZMod d) ℂ ∧ IsUnbiased (fourierMatrix d) ∧
      entrySum (fourierMatrix d) = d * √(d : ℝ) := by
  have hd : (d : ℂ) ≠ 0 := by exact_mod_cast NeZero.ne d
  have hU : fourierMatrix d ∈ Matrix.unitaryGroup (ZMod d) ℂ := by
    rw [Matrix.mem_unitaryGroup_iff]
    ext j l
    have hterm : ∀ k, fourierMatrix d j k * star (fourierMatrix d l k) =
        ZMod.stdAddChar (k * (j - l)) / (d : ℂ) := by
      intro k
      have hk : j * k + -(l * k) = k * (j - l) := by ring
      simp only [fourierMatrix, Matrix.of_apply, Complex.star_def]
      rw [map_div₀, Complex.conj_ofReal, div_mul_div_comm, ← Complex.ofReal_mul,
        Real.mul_self_sqrt (Nat.cast_nonneg d), ← AddChar.map_neg_eq_conj,
        ← AddChar.map_add_eq_mul, hk, Complex.ofReal_natCast]
    simp only [Matrix.mul_apply, Matrix.star_apply, hterm, ← sum_div]
    -- orthogonality of the characters of `ℤ/d`
    rw [AddChar.sum_mulShift _ (ZMod.isPrimitive_stdAddChar d), Matrix.one_apply]
    by_cases h : j = l
    · simp [h, hd]
    · simp [h, sub_eq_zero]
  have hunb : IsUnbiased (fourierMatrix d) := by
    intro j k
    simp only [fourierMatrix, Matrix.of_apply]
    rw [norm_div, AddChar.norm_apply, Complex.norm_real,
      Real.norm_of_nonneg (Real.sqrt_nonneg _), ZMod.card]
  refine ⟨hU, hunb, ?_⟩
  have h := (upper_bound hU).2.mpr hunb
  rwa [ZMod.card] at h

end

end UnbiasedExtremality
```

```lean
#print axioms UnbiasedExtremality.unbiased_bases_extremal
```

```
'UnbiasedExtremality.unbiased_bases_extremal' depends on axioms: [propext, Classical.choice, Quot.sound]
```

For one particle on a ring of $d$ sites with one orbital per site, these orbitals being orthonormal, $F_{jk}$ is the amplitude on site $j$ of the plane wave with wave number $2\pi k/d$ in units of the inverse site spacing, so the site basis and the plane-wave basis form a pair at the upper value. The theorem `fourier_witness` is stated for the matrix $F$ and does not construct these two bases as vectors.

## Dimensions one and two

For $d = 1$ a unitary matrix is a single phase, $|U| = 1 = 1/\sqrt 1$. The two bounds coincide at $L = 1$, both equality conditions hold, and $F$ is the number $1$.

For $d = 2$ the normalisation of rows and columns forces the diagonal moduli to be $\cos\theta$ and the off-diagonal moduli to be $\sin\theta$ for an angle $\theta \in [0, \pi/2]$, so $L = 2(\cos\theta + \sin\theta)$. This equals $2$ at $\theta = 0$ and $\theta = \pi/2$ and reaches $2\sqrt2$ at $\theta = \pi/4$. For a spin one-half with eigenbases along two axes at an angle $\beta \in [0, \pi]$ one has $\theta = \beta/2$, so perpendicular axes give the unbiased pair. Here $\omega = -1$ and

$$F = \frac{1}{\sqrt2}\begin{pmatrix} 1 & 1 \\ 1 & -1\end{pmatrix}.$$

At $\theta = 0$ the upper identity reads $2\sqrt2 - 2 = \tfrac{\sqrt2}{2}\,[\,2(1 - 1/\sqrt2)^2 + 2\cdot\tfrac12\,]$, and the bracket equals $4 - 2\sqrt2$, as required.

## Finite dimension, two bases, moduli only

The theorems concern finite $d$ and exactly orthonormal bases, so continuous position and momentum and non-orthogonal basis sets are not covered. They involve two bases at a time and say nothing on how many bases can be mutually unbiased. The functional $L$ depends on the pair of bases alone, so the bounds are not an uncertainty relation for the variances or entropies of a given state. The lower equality case is stated as a condition on moduli; in a unitary matrix such moduli leave one entry of modulus one in each row and column, so that the two bases agree up to relabelling and phases, with the identity matrix as the simplest instance. That reading, the orbital and ring interpretations and the arithmetic for $d = 1$ and $d = 2$ are commentary that none of the theorems above contains.
